# Only scalars commute with both ladder operators on polynomials in characteristic zero

If some operator Z that is not a plain number commuted with both a and a† of a single oscillator mode, then N + Z would obey the same ladder relations as the number operator N = a†a, and those relations would no longer fix N up to a constant. On the polynomials in one variable over a field of characteristic zero, where a† multiplies by X and a differentiates, there is no such linear operator.

```lean
import Mathlib

open Polynomial

namespace PolynomialFockSchur

variable (K : Type*) [Field K]

/-- The creation operator on polynomials: multiplication by `X`. -/
noncomputable def creation : Module.End K K[X] := LinearMap.mulLeft K X

/-- The annihilation operator on polynomials: the derivative. -/
noncomputable def annihilation : Module.End K K[X] := derivative

/-- The number operator: annihilation followed by creation. -/
noncomputable def number : Module.End K K[X] := creation K * annihilation K

variable {K}

/-- An operator commutes with creation exactly when it is multiplication by a polynomial,
namely by its value on the vacuum `1`. -/
theorem commute_creation_iff (T : Module.End K K[X]) :
    Commute T (creation K) ↔ T = LinearMap.mulLeft K (T 1) := by
  constructor
  · intro h
    have hX : ∀ p : K[X], T (X * p) = X * T p := fun p => LinearMap.congr_fun h.eq p
    -- the number states are built from the vacuum by repeated creation
    have hpow : ∀ n : ℕ, T (X ^ n) = T 1 * X ^ n := by
      intro n
      induction n with
      | zero => simp
      | succ n ih =>
        rw [pow_succ', hX, ih]
        ring
    refine LinearMap.ext fun p => ?_
    change T p = T 1 * p
    induction p using Polynomial.induction_on' with
    | add p q hp hq => rw [map_add, hp, hq, mul_add]
    | monomial n a =>
      rw [← C_mul_X_pow_eq_monomial, ← smul_eq_C_mul, map_smul, hpow, mul_smul_comm]
  · intro h
    rw [h]
    refine LinearMap.ext fun p => ?_
    change T 1 * (X * p) = X * (T 1 * p)
    ring

/-- Schur property: over a field of characteristic zero, an operator on polynomials commutes
with both annihilation and creation exactly when it is a scalar multiple of the identity. -/
theorem schur [CharZero K] (T : Module.End K K[X]) :
    (Commute T (annihilation K) ∧ Commute T (creation K)) ↔
      ∃ c : K, T = c • (1 : Module.End K K[X]) := by
  constructor
  · rintro ⟨hD, hX⟩
    have hT := (commute_creation_iff T).mp hX
    -- the image of the vacuum is again annihilated
    have h0 : derivative (T 1) = 0 := by
      have h : T (derivative (1 : K[X])) = derivative (T 1) :=
        LinearMap.congr_fun hD.eq 1
      rw [← h, derivative_one, map_zero]
    have hc : T 1 = C ((T 1).coeff 0) :=
      eq_C_of_natDegree_eq_zero (Polynomial.derivative_eq_zero.mp h0)
    refine ⟨(T 1).coeff 0, LinearMap.ext fun p => ?_⟩
    have hp : T p = T 1 * p := LinearMap.congr_fun hT p
    change T p = (T 1).coeff 0 • p
    rw [smul_eq_C_mul, ← hc, hp]
  · rintro ⟨c, rfl⟩
    exact ⟨(Commute.one_left _).smul_left c, (Commute.one_left _).smul_left c⟩

/-- Over a field of characteristic zero, a projection that commutes with both annihilation
and creation is zero or the identity. -/
theorem projection_trivial [CharZero K] (P : Module.End K K[X]) (hP : P * P = P)
    (hD : Commute P (annihilation K)) (hX : Commute P (creation K)) :
    P = 0 ∨ P = 1 := by
  obtain ⟨c, rfl⟩ := (schur P).mp ⟨hD, hX⟩
  -- compare the vacuum components of both sides
  have h : c * c = c := by
    have h1 := congrArg (fun S : Module.End K K[X] => (S 1).coeff 0) hP
    simpa [Module.End.mul_apply] using h1
  have h2 : c * (c - 1) = 0 := by linear_combination h
  rcases mul_eq_zero.mp h2 with h3 | h3
  · left
    rw [h3, zero_smul]
  · right
    rw [sub_eq_zero.mp h3, one_smul]

/-- Over a field of characteristic zero, the commutator of an operator `M` with creation is creation
and its commutator with annihilation is minus annihilation exactly when `M` is the number operator
plus a constant multiple of the identity. -/
theorem ladder_iff_number_add_const [CharZero K] (M : Module.End K K[X]) :
    (M * creation K - creation K * M = creation K ∧
      M * annihilation K - annihilation K * M = -annihilation K) ↔
      ∃ c : K, M = number K + c • (1 : Module.End K K[X]) := by
  -- the number operator itself satisfies both ladder relations
  have h1 : number K * creation K - creation K * number K = creation K := by
    refine LinearMap.ext fun p => ?_
    change X * derivative (X * p) - X * (X * derivative p) = X * p
    rw [derivative_mul, derivative_X]
    ring
  have h2 : number K * annihilation K - annihilation K * number K = -annihilation K := by
    refine LinearMap.ext fun p => ?_
    change X * derivative (derivative p) - derivative (X * derivative p) = -derivative p
    rw [derivative_mul, derivative_X]
    ring
  constructor
  · rintro ⟨hX, hD⟩
    -- the difference commutes with both operators, hence is a scalar
    have cX : Commute (M - number K) (creation K) := by
      change (M - number K) * creation K = creation K * (M - number K)
      rw [← sub_eq_zero]
      calc (M - number K) * creation K - creation K * (M - number K)
          = (M * creation K - creation K * M)
            - (number K * creation K - creation K * number K) := by
              rw [sub_mul, mul_sub]
              abel
        _ = 0 := by rw [hX, h1, sub_self]
    have cD : Commute (M - number K) (annihilation K) := by
      change (M - number K) * annihilation K = annihilation K * (M - number K)
      rw [← sub_eq_zero]
      calc (M - number K) * annihilation K - annihilation K * (M - number K)
          = (M * annihilation K - annihilation K * M)
            - (number K * annihilation K - annihilation K * number K) := by
              rw [sub_mul, mul_sub]
              abel
        _ = 0 := by rw [hD, h2, sub_self]
    obtain ⟨c, hc⟩ := (schur (M - number K)).mp ⟨cD, cX⟩
    exact ⟨c, by rw [← hc]; abel⟩
  · rintro ⟨c, rfl⟩
    simp only [add_mul, mul_add, smul_mul_assoc, mul_smul_comm, one_mul, mul_one,
      add_sub_add_right_eq_sub]
    exact ⟨h1, h2⟩

/-- Over a field of prime characteristic `p`, multiplication by `X ^ p` commutes with both
annihilation and creation but is not a scalar multiple of the identity. -/
theorem schur_fails_in_char_p (p : ℕ) [Fact p.Prime] [CharP K p] :
    Commute (LinearMap.mulLeft K (X ^ p : K[X])) (annihilation K) ∧
      Commute (LinearMap.mulLeft K (X ^ p : K[X])) (creation K) ∧
      ¬ ∃ c : K, LinearMap.mulLeft K (X ^ p : K[X]) = c • (1 : Module.End K K[X]) := by
  refine ⟨LinearMap.ext fun q => ?_, LinearMap.ext fun q => ?_, ?_⟩
  · -- the derivative of `X ^ p` carries the factor `p = 0`
    change X ^ p * derivative q = derivative (X ^ p * q)
    have h : derivative (X ^ p : K[X]) = 0 := by
      rw [derivative_X_pow, CharP.cast_eq_zero K p, C_0, zero_mul]
    rw [derivative_mul, h, zero_mul, zero_add]
  · change X ^ p * (X * q) = X * (X ^ p * q)
    ring
  · rintro ⟨c, hc⟩
    have hp : p ≠ 0 := (Fact.out : p.Prime).ne_zero
    have h1 : (X ^ p : K[X]) * 1 = c • (1 : K[X]) := LinearMap.congr_fun hc 1
    have h2 := congrArg (fun q : K[X] => q.coeff p) h1
    simp [coeff_one, hp] at h2

end PolynomialFockSchur
```

```lean
#print axioms PolynomialFockSchur.schur
#print axioms PolynomialFockSchur.projection_trivial
#print axioms PolynomialFockSchur.ladder_iff_number_add_const
#print axioms PolynomialFockSchur.schur_fails_in_char_p
```

```
'PolynomialFockSchur.schur' depends on axioms: [propext, Classical.choice, Quot.sound]
'PolynomialFockSchur.projection_trivial' depends on axioms: [propext, Classical.choice, Quot.sound]
'PolynomialFockSchur.ladder_iff_number_add_const' depends on axioms: [propext, Classical.choice, Quot.sound]
'PolynomialFockSchur.schur_fails_in_char_p' depends on axioms: [propext, Classical.choice, Quot.sound]
```

## What the five theorems say

The states are the polynomials `K[X]` with coefficients in a field K. An operator is an element of `Module.End K K[X]`, that is, a K-linear map from polynomials to polynomials. The product of two operators is composition, with the right-hand factor acting first, and `Commute T S` means T S = S T. The symbol `1` has two meanings: in `T 1` it is the constant polynomial, and in `c • (1 : Module.End K K[X])` it is the identity operator. The letter p is a prime number in statements about prime characteristic and a polynomial everywhere else.

`commute_creation_iff` holds over every field. It says that T commutes with multiplication by X exactly when T is itself multiplication by a polynomial, and that this polynomial is `T 1`.

`schur` adds the second condition and the hypothesis `CharZero K`. An operator commutes with both the derivative and multiplication by X if and only if it is c times the identity for some c in K.

`projection_trivial` takes an operator P with P² = P that commutes with both, and concludes that P is 0 or the identity. "Projection" means idempotent here; no orthogonality is involved.

`ladder_iff_number_add_const` characterises the operators M with

[M, a†] = a† and [M, a] = −a.

They are exactly the operators N + c·1 with c in K.

`schur_fails_in_char_p` says that over a field of prime characteristic p, multiplication by X^p commutes with both operators and is not a scalar. Since every field has characteristic zero or a prime characteristic, the scalar conclusion of `schur` holds over a field precisely when its characteristic is zero.

The name `schur` recalls Schur's lemma, which concerns maps between irreducible representations in general. The theorem here determines the commuting operators of one particular representation by direct calculation. Irreducibility is neither assumed nor proved, and K need not be algebraically closed, so real or rational coefficients are allowed.

## The oscillator behind the polynomials

For a quantum mode take K to be the complex numbers. The constant polynomial 1 is the vacuum, and X^n is the state with n quanta, up to normalisation. The operators act by

a† X^n = X^(n+1)

a X^n = n X^(n−1), with a 1 = 0.

The normalised state is |n⟩ = X^n / √(n!). Substituting this gives the familiar factors

a† |n⟩ = √(n+1) |n+1⟩

a |n⟩ = √n |n−1⟩ for n ≥ 1.

The Lean definitions contain no inner product, so the dagger is only a label for `creation`. It becomes an adjoint once the states |n⟩ are declared orthonormal. The canonical relation [a, a†] = 1 is the product rule, (Xp)′ − Xp′ = p.

A non-scalar operator that commutes with both a and a† would describe something that the mode's own operators never touch. A spin attached to the oscillator is an example: its spin operators commute with a and a†, and the state space is then larger than `K[X]`. The theorem says that the polynomial space has no room for such an extra degree of freedom. Likewise, if the space were a direct sum of two nonzero parts, each preserved by a and a†, the projection onto one part along the other would commute with both operators and be neither 0 nor 1, contrary to `projection_trivial`.

For one harmonic mode without coupling to others, such as a normal coordinate of a molecule in the harmonic approximation, the ladder theorem says that the relations [H, a†] = ħω a† and [H, a] = −ħω a, with a and a† given, fix the Hamiltonian H on the polynomials up to an energy offset. Here ω > 0 is the angular frequency of the mode and ħω is the energy of one quantum. With M = H/(ħω), the usual zero-point term is the choice c = 1/2, which the ladder relations leave open.

A polynomial is a finite superposition of number states. The step from here to the full Hilbert space, with its infinite superpositions and the domains of the unbounded operators a and a†, needs a separate argument.

## From the vacuum to every state

Let T commute with a†, so that T(Xp) = X T(p) for every polynomial p. Write f = T(1) for the image of the vacuum. Then T(X^0) = f. If T(X^n) = f X^n, it follows that

T(X^(n+1)) = T(X · X^n) = X · T(X^n) = X f X^n = f X^(n+1).

By induction this holds for all n ≥ 0. For a general polynomial p = Σ aₙ X^n, linearity gives

T(p) = Σ aₙ T(X^n) = Σ aₙ f X^n = f p.

So T is multiplication by f. Conversely, multiplication by any f commutes with a†, because f(Xp) = X(fp).

Now let T commute with the derivative as well. Apply both orders to the vacuum. Since the derivative of 1 is zero,

f′ = (T(1))′ = T(1′) = T(0) = 0.

Write f = Σ fₙ X^n. Then f′ = Σ n fₙ X^(n−1), the sum running over n ≥ 1, and every coefficient n fₙ must vanish. In characteristic zero the integer n ≥ 1 is a nonzero element of K, so fₙ = 0 for all n ≥ 1. Only f₀ remains. With c = f₀,

T(p) = c p for every p.

The converse is immediate, since a scalar commutes with every linear operator.

Both conditions are used. Multiplication by X commutes with a† and is not a scalar; the derivative commutes with a and is not a scalar.

## Projections and the number operator

If P commutes with both operators, then P = c·1. The condition P² = P, applied to the vacuum, reads c² = c, or

c(c − 1) = 0.

A field has no zero divisors, so c = 0 or c = 1.

For the ladder relations, first check N itself, where N p = X p′:

[N, a†] p = X(Xp)′ − X(Xp′) = X(p + Xp′) − X²p′ = Xp

[N, a] p = Xp″ − (Xp′)′ = Xp″ − p′ − Xp″ = −p′.

These are a† p and −a p, as required. If M obeys the same two relations, then

[M − N, a†] = a† − a† = 0

[M − N, a] = −a + a = 0.

So M − N commutes with both operators and equals c·1. In the other direction, adding c·1 to N changes neither commutator.

## The same steps in Lean

In `commute_creation_iff`, the statement `hX` is the commutation equation applied to a polynomial, and `hpow` is the induction on powers of X. The tactic `ring` reorders the factors at the end of the induction step. The extension to all polynomials goes through `Polynomial.induction_on'`, which asks for the claim on sums and on single monomials; this is the linearity argument above. The `change` lines write the action of the operators on p as an explicit polynomial expression.

In `schur`, the first theorem supplies `hT`, which says that T is multiplication by `T 1`. The statement `h0` is f′ = 0, obtained by applying the commutation with the derivative to the vacuum. Then `hc` says that f equals its own constant coefficient, and the scalar c is given as `(T 1).coeff 0`.

`projection_trivial` replaces P by c·1 and reads off the constant coefficient of both sides of P² = P on the vacuum. `linear_combination` turns c² = c into c(c − 1) = 0, and `mul_eq_zero` separates the two cases.

In `ladder_iff_number_add_const`, `h1` and `h2` are the two commutators of N. The two `calc` blocks write the commutator of M − N as a difference of commutators, which vanishes, and `schur` then provides the constant. For the converse, `simp only` expands the products and cancels the terms containing c.

`schur_fails_in_char_p` proves three claims. The product rule and (X^p)′ = p X^(p−1) = 0 give commutation with the derivative, and `ring` gives commutation with X. If the operator were a scalar c, its action on the vacuum would give X^p = c. Comparing the coefficients of X^p would then give 1 = 0.

## Where characteristic zero enters

The Mathlib lemma `Polynomial.derivative_eq_zero` carries the decisive step of `schur`. It converts a vanishing derivative into the statement that `natDegree` is zero, and `eq_C_of_natDegree_eq_zero` converts that into "the polynomial is its constant coefficient". This is the one place where `CharZero K` does real work; the proofs for projections and for the ladder relations use the hypothesis only through `schur`. The ladder theorem fails without it: in characteristic p, the sum of N and multiplication by X^p obeys the same relations. The projection statement remains true over every field, because an idempotent that commutes with a† is multiplication by some f with f² = f, and K[X] has no zero divisors, so f is 0 or 1.

The function `natDegree` takes values in the natural numbers and assigns 0 to the zero polynomial as well as to nonzero constants. The operator T = 0, whose vacuum image is the zero polynomial, therefore goes through the same lines as every other scalar and needs no separate case.

## The smallest failure: characteristic 2

Take p = 2 and let K be the field with two elements. Multiplication by X² obeys

(X² q)′ = 2X q + X² q′ = X² q′,

because 2 = 0 in K. It commutes with the derivative, and it commutes with multiplication by X over any field. Yet it sends the vacuum 1 to X², which no scalar does. Over the complex numbers the term 2X q survives: it is the commutator [a, (a†)²] = 2a†, and it is what keeps (a†)² from commuting with a.
